# A Distant Nucleus Drops Out of the Becke Partition at Every Fixed Point

In many molecular density-functional calculations, the exchange-correlation integral is split into atom-centred sums. In Becke's scheme, a grid point $r$ belonging to nucleus $A$, with quadrature weight $\omega$, contributes $\omega\,w_A(r)f(r)$, where $f$ is the integrand and $w_A$ the Becke weight. When one atom is pulled away along a dissociation curve, the weights at the grid points left behind should return to those of the remaining molecule. At each fixed point they do, provided that the cell profile vanishes at $1$.

## The limit of the weights

Let $N$ be a set of $n\ge1$ distinct fixed nuclei. Write $r_A$ for the distance from $r$ to $A$, $R_{AB}$ for the distance between two nuclei, and
$$\mu_{AB}=\frac{r_A-r_B}{R_{AB}},\qquad P_A=\prod_{B\in N,\,B\ne A}s(\mu_{AB}),\qquad w_A=\frac{P_A}{T},\qquad T=\sum_{B\in N}P_B .$$
The profile $s$ is nonnegative on $[-1,1]$, positive on $[-1,0]$ and continuous at both endpoints from within the interval, with $s(1)=0$. Positivity means that no nucleus is switched off by one that is no nearer to $r$. The condition $s(1)=0$ switches $A$ off completely when $r$ lies at $B$ or directly behind it.

Add a nucleus $y$. From $r_y\le r_A+R_{Ay}$ and $R_{Ay}\le r_A+r_y$,
$$-1\le\mu_{Ay}\le-1+\frac{2r_A}{R_{Ay}} .$$
As $y$ goes to infinity, $\mu_{Ay}\to-1$ and $\mu_{yA}=-\mu_{Ay}\to1$. Each old cell gains one factor, and the new cell has $n$ factors:
$$s(\mu_{Ay})P_A\to s(-1)P_A,\qquad \prod_{B\in N}s(\mu_{yB})\to s(1)^n=0 .$$
The new denominator therefore tends to $s(-1)T$. This is positive: for the nucleus $A$ nearest to $r$, every $\mu_{AB}$ lies in $[-1,0]$, so $P_A>0$, while the other cells are nonnegative. Division gives
$$w_y\to\frac{0}{s(-1)T}=0,\qquad w_A\to\frac{s(-1)P_A}{s(-1)T}=\frac{P_A}{T}.$$

For example, take one fixed nucleus $A$, a grid point 1 bohr from it towards $y$, and Becke's profile with three iterations. At $R_{Ay}=5$ bohr, $\mu_{yA}=0.6$ and $w_y\approx0.0027$; at 10 bohr, $\mu_{yA}=0.8$ and $w_y\approx1.6\times10^{-5}$.

## Profile, coordinate and the meaning of infinity

`CellProfile` collects the conditions on $s$ except $s(1)=0$, which enters later as a separate hypothesis.

In Lean 4 with Mathlib:

```lean
import Mathlib

open Filter Topology Bornology

namespace BeckeDistantNucleus

noncomputable section

/-- The conditions on a cell profile `s`: nonnegative on `[-1,1]`, positive on `[-1,0]`,
and continuous at the two endpoints from within `[-1,1]`. -/
structure CellProfile (s : ℝ → ℝ) : Prop where
  nonneg : ∀ t ∈ Set.Icc (-1 : ℝ) 1, 0 ≤ s t
  pos : ∀ t ∈ Set.Icc (-1 : ℝ) 0, 0 < s t
  cont_left : ContinuousWithinAt s (Set.Icc (-1) 1) (-1)
  cont_right : ContinuousWithinAt s (Set.Icc (-1) 1) 1
```

Nuclei and grid point are elements of a metric space `X`. The coordinate `mu r A B` is $\mu_{AB}$ at $r$, without Becke's adjustment for atomic sizes.

```lean
variable {X : Type*} [MetricSpace X]

/-- Becke's coordinate `(r_A - r_B) / R_AB` of the point `r` for two distinct nuclei
`A` and `B`. -/
def mu (r A B : X) : ℝ := (dist r A - dist r B) / dist A B
```

The two triangle inequalities put it in $[-1,1]$, and the squeeze gives its limit.

```lean
/-- For distinct nuclei the coordinate lies in `[-1,1]`. -/
theorem mu_mem (r : X) {A B : X} (h : A ≠ B) : mu r A B ∈ Set.Icc (-1 : ℝ) 1 := by
  have hD : 0 < dist A B := dist_pos.2 h
  have h1 := dist_triangle r A B
  have h2 := dist_triangle r B A
  rw [dist_comm B A] at h2
  unfold mu
  constructor
  · rw [le_div_iff₀ hD]; linarith
  · rw [div_le_iff₀ hD]; linarith

/-- As the nucleus `y` goes to infinity, the coordinate of a fixed point relative to the
pair of a fixed nucleus `A` and `y` tends to `-1`. -/
theorem tendsto_mu (r A : X) : Tendsto (fun y => mu r A y) (cobounded X) (𝓝 (-1)) := by
  have hd : Tendsto (fun y => dist A y) (cobounded X) atTop :=
    Metric.tendsto_dist_left_cobounded_atTop A
  have hup : Tendsto (fun y => -1 + 2 * dist r A / dist A y) (cobounded X) (𝓝 (-1)) := by
    have h := (tendsto_const_nhds (x := (-1 : ℝ))).add
      ((tendsto_const_nhds (x := 2 * dist r A)).div_atTop hd)
    rwa [add_zero] at h
  -- squeeze between -1 and -1 + 2 r_A / R_Ay
  refine tendsto_of_tendsto_of_tendsto_of_le_of_le' tendsto_const_nhds hup ?_ ?_
  · filter_upwards [hd.eventually_gt_atTop 0] with y hy
    exact (mu_mem r (dist_pos.1 hy)).1
  · filter_upwards [hd.eventually_gt_atTop 0] with y hy
    have h := dist_triangle A r y
    rw [dist_comm A r] at h
    unfold mu
    rw [div_le_iff₀ hy, add_mul, div_mul_cancel₀ _ hy.ne']
    linarith
```

The limit is taken along the filter `cobounded X`, in which a property holds eventually if it holds outside some bounded set. No direction or path is chosen for `y`. A finite set is bounded, so `y` eventually differs from every fixed nucleus:

```lean
theorem eventually_new (N : Finset X) : ∀ᶠ y in cobounded X, y ∉ N := by
  have h : IsBounded (N : Set X) := N.finite_toSet.isBounded
  filter_upwards [isBounded_def.1 h] with y hy
  simpa using hy
```

This lets `filter_upwards` discard the positions where `y` coincides with an old nucleus. There `insert y N` would add nothing, and the product formulas for the enlarged molecule can fail. `Tendsto.congr'` then carries a limit between functions that agree eventually.

## Cells and their sum

A `Finset` has no repeated elements, so the nuclei are distinct. `cell` is $P_A$ and `weight` is $w_A$.

```lean
variable [DecidableEq X]

/-- The unnormalized cell function of nucleus `A` at `r`: the product of the profile over
all other nuclei of the molecule `N`. -/
def cell (s : ℝ → ℝ) (N : Finset X) (r A : X) : ℝ := ∏ B ∈ N.erase A, s (mu r A B)

/-- The normalized Becke weight of nucleus `A` at `r`, for cell functions whose sum
is nonzero. -/
def weight (s : ℝ → ℝ) (N : Finset X) (r A : X) : ℝ :=
  cell s N r A / ∑ B ∈ N, cell s N r B
```

The nearest nucleus, found by `exists_min_image`, makes the sum positive.

```lean
/-- For a cell profile and at least one nucleus, the cell functions have a positive sum
at every point. -/
theorem total_pos {s : ℝ → ℝ} (hs : CellProfile s) {N : Finset X} (hN : N.Nonempty)
    (r : X) : 0 < ∑ A ∈ N, cell s N r A := by
  -- the nucleus nearest to r has only nonpositive coordinates
  obtain ⟨A, hA, hmin⟩ := N.exists_min_image (fun A => dist r A) hN
  refine Finset.sum_pos' (fun C _ => Finset.prod_nonneg fun B hB =>
    hs.nonneg _ (mu_mem r (Finset.ne_of_mem_erase hB).symm)) ⟨A, hA, ?_⟩
  refine Finset.prod_pos fun B hB => hs.pos _
    ⟨(mu_mem r (Finset.ne_of_mem_erase hB).symm).1, ?_⟩
  exact div_nonpos_of_nonpos_of_nonneg
    (sub_nonpos.2 (hmin B (Finset.mem_of_mem_erase hB))) dist_nonneg
```

The next three results are the limits of an old cell, the new cell and the denominator. Since $s$ is continuous only from within $[-1,1]$, the first two also use `mu_mem` to keep the coordinates there.

```lean
/-- For a cell profile, as an extra nucleus `y` goes to infinity, the cell function of a fixed
nucleus tends to `s(-1)` times its value without `y`. -/
theorem tendsto_cell_fixed {s : ℝ → ℝ} (hs : CellProfile s) {N : Finset X} (r : X)
    {A : X} (hA : A ∈ N) :
    Tendsto (fun y => cell s (insert y N) r A) (cobounded X)
      (𝓝 (s (-1) * cell s N r A)) := by
  have h : Tendsto (fun y => s (mu r A y)) (cobounded X) (𝓝 (s (-1))) := by
    refine hs.cont_left.tendsto.comp (tendsto_nhdsWithin_iff.2 ⟨tendsto_mu r A, ?_⟩)
    filter_upwards [eventually_new N] with y hy
    exact mu_mem r (fun e => hy (e ▸ hA))
  refine (h.mul_const (cell s N r A)).congr' ?_
  filter_upwards [eventually_new N] with y hy
  have hne : y ≠ A := fun e => hy (e ▸ hA)
  unfold cell
  rw [Finset.erase_insert_of_ne hne,
    Finset.prod_insert (fun h => hy (Finset.mem_of_mem_erase h))]

/-- For a cell profile, as an extra nucleus goes to infinity, its own cell function at a fixed point
tends to `s(1)` to the power of the number of fixed nuclei. -/
theorem tendsto_cell_far {s : ℝ → ℝ} (hs : CellProfile s) (N : Finset X) (r : X) :
    Tendsto (fun y => cell s (insert y N) r y) (cobounded X) (𝓝 (s 1 ^ N.card)) := by
  have h : ∀ B ∈ N, Tendsto (fun y => s (mu r y B)) (cobounded X) (𝓝 (s 1)) := by
    intro B hB
    have hm : Tendsto (fun y => mu r y B) (cobounded X) (𝓝 1) := by
      have h1 := (tendsto_mu r B).neg
      rw [neg_neg] at h1
      refine h1.congr fun y => ?_
      unfold mu
      rw [dist_comm y B]
      ring
    refine hs.cont_right.tendsto.comp (tendsto_nhdsWithin_iff.2 ⟨hm, ?_⟩)
    filter_upwards [eventually_new N] with y hy
    exact mu_mem r (fun e => hy (e ▸ hB))
  have hp := tendsto_finsetProd N h
  rw [Finset.prod_const] at hp
  refine hp.congr' ?_
  filter_upwards [eventually_new N] with y hy
  unfold cell
  rw [Finset.erase_insert hy]

/-- For a cell profile, as an extra nucleus goes to infinity, the sum of all cell functions tends to
`s(1)^n + s(-1) T`, with `n` the number of fixed nuclei and `T` the sum without the extra one. -/
theorem tendsto_total {s : ℝ → ℝ} (hs : CellProfile s) (N : Finset X) (r : X) :
    Tendsto (fun y => ∑ B ∈ insert y N, cell s (insert y N) r B) (cobounded X)
      (𝓝 (s 1 ^ N.card + s (-1) * ∑ A ∈ N, cell s N r A)) := by
  rw [Finset.mul_sum]
  refine ((tendsto_cell_far hs N r).add
    (tendsto_finsetSum N fun A hA => tendsto_cell_fixed hs r hA)).congr' ?_
  filter_upwards [eventually_new N] with y hy
  rw [Finset.sum_insert hy]
```

## Normalized weights

The theorem states both limits for each fixed `r`. Its proof divides the cell limits by the positive limit of the denominator, and `mul_div_mul_left` cancels $s(-1)$.

```lean
/-- **A distant nucleus drops out of the Becke partition.** For a cell profile with
`s(1) = 0` and at least one fixed nucleus, the weight of an extra nucleus going to infinity
tends to `0` at each point, and every fixed nucleus regains its weight without it. -/
theorem distant_nucleus {s : ℝ → ℝ} (hs : CellProfile s) (h1 : s 1 = 0)
    {N : Finset X} (hN : N.Nonempty) (r : X) :
    Tendsto (fun y => weight s (insert y N) r y) (cobounded X) (𝓝 0) ∧
    ∀ A ∈ N, Tendsto (fun y => weight s (insert y N) r A) (cobounded X)
      (𝓝 (weight s N r A)) := by
  have hm : 0 < s (-1) := hs.pos _ (by norm_num)
  have hT := mul_pos hm (total_pos hs hN r)
  have hc := tendsto_cell_far hs N r
  have ht := tendsto_total hs N r
  rw [h1, zero_pow hN.card_pos.ne'] at hc ht
  rw [zero_add] at ht
  constructor
  · have h := hc.div ht hT.ne'
    rw [zero_div] at h
    exact h
  · intro A hA
    -- the common factor s(-1) cancels on normalization
    have h := (tendsto_cell_fixed hs r hA).div ht hT.ne'
    rw [mul_div_mul_left _ _ hm.ne'] at h
    exact h
```

Passing from these pointwise limits to a dissociation energy is a further step: the density changes too, and the distant atom carries its own grid points with it.

For general $s(1)$ the new weight tends to $s(1)^n/(s(1)^n+s(-1)T)$. In an unbounded space, expressed by `NeBot`, limits are unique, so this weight tends to $0$ exactly when $s(1)=0$.

```lean
/-- In an unbounded space, for a cell profile and at least one fixed nucleus, the weight of
the distant nucleus tends to `0` exactly when `s(1) = 0`. -/
theorem distant_weight_zero_iff [(cobounded X).NeBot] {s : ℝ → ℝ} (hs : CellProfile s)
    {N : Finset X} (hN : N.Nonempty) (r : X) :
    Tendsto (fun y => weight s (insert y N) r y) (cobounded X) (𝓝 0) ↔ s 1 = 0 := by
  refine ⟨fun h => ?_, fun h1 => (distant_nucleus hs h1 hN r).1⟩
  have hT := mul_pos (hs.pos (-1) (by norm_num)) (total_pos hs hN r)
  have hp : 0 ≤ s 1 ^ N.card := pow_nonneg (hs.nonneg 1 (by norm_num)) _
  have hD := add_pos_of_nonneg_of_pos hp hT
  have hl := (tendsto_cell_far hs N r).div (tendsto_total hs N r) hD.ne'
  have he := tendsto_nhds_unique h hl
  rcases div_eq_zero_iff.1 he.symm with h0 | h0
  · exact eq_zero_of_pow_eq_zero h0
  · exact absurd h0 hD.ne'
```

## Becke's profile in three dimensions

With $p(t)=(3t-t^3)/2$,
$$1+p=\tfrac12(t+1)^2(2-t),\qquad 1-p=\tfrac12(t-1)^2(t+2),$$
so $p$ maps $[-1,1]$ into itself. Since $p=t(3-t^2)/2$, it also maps $[-1,0]$ into itself. Iteration preserves both intervals, which makes the profile nonnegative on the first and at least $1/2$ on the second.

```lean
/-- Becke's smoothing cubic `(3t - t³)/2`. -/
def cubic (t : ℝ) : ℝ := (3 * t - t ^ 3) / 2

/-- Becke's profile `(1 - p(p(...p(t))))/2` with the cubic `p` applied `k` times. -/
def beckeProfile (k : ℕ) (t : ℝ) : ℝ := (1 - cubic^[k] t) / 2

/-- Becke's profile is a cell profile for every number of iterations. -/
theorem beckeProfile_cellProfile (k : ℕ) : CellProfile (beckeProfile k) := by
  have hI : Set.MapsTo cubic (Set.Icc (-1) 1) (Set.Icc (-1) 1) := by
    rintro t ⟨h1, h2⟩
    unfold cubic
    constructor
    · nlinarith [mul_nonneg (sq_nonneg (t + 1)) (by linarith : 0 ≤ 2 - t)]
    · nlinarith [mul_nonneg (sq_nonneg (t - 1)) (by linarith : 0 ≤ t + 2)]
  have hJ : Set.MapsTo cubic (Set.Icc (-1) 0) (Set.Icc (-1) 0) := by
    rintro t ⟨h1, h2⟩
    refine ⟨(hI ⟨h1, by linarith⟩).1, ?_⟩
    have h3 : 0 ≤ 3 - t ^ 2 := by nlinarith
    unfold cubic
    nlinarith [mul_nonneg (neg_nonneg.2 h2) h3]
  have hp : Continuous cubic := by unfold cubic; fun_prop
  have hc : Continuous (beckeProfile k) :=
    (continuous_const.sub (hp.iterate k)).div_const 2
  refine ⟨fun t ht => ?_, fun t ht => ?_, hc.continuousWithinAt, hc.continuousWithinAt⟩
  · have h := (hI.iterate k ht).2
    unfold beckeProfile
    linarith
  · have h := (hJ.iterate k ht).2
    unfold beckeProfile
    linarith
```

Finally, $p(1)=1$ gives $s(1)=0$ for every iteration number `k`, and the general theorem applies.

```lean
open scoped Classical in
/-- In three-dimensional space, with Becke's profile of any iteration number and at least
one fixed nucleus, the weight of a nucleus going to infinity tends to `0` and the fixed
nuclei regain their weights without it. -/
theorem becke_distant_nucleus (k : ℕ) {N : Finset (EuclideanSpace ℝ (Fin 3))}
    (hN : N.Nonempty) (r : EuclideanSpace ℝ (Fin 3)) :
    Tendsto (fun y => weight (beckeProfile k) (insert y N) r y) (cobounded _) (𝓝 0) ∧
    ∀ A ∈ N, Tendsto (fun y => weight (beckeProfile k) (insert y N) r A) (cobounded _)
      (𝓝 (weight (beckeProfile k) N r A)) := by
  refine distant_nucleus (beckeProfile_cellProfile k) ?_ hN r
  have h : cubic 1 = 1 := by norm_num [cubic]
  unfold beckeProfile
  rw [Function.iterate_fixed h k]
  norm_num

end

end BeckeDistantNucleus
```

```lean
#print axioms BeckeDistantNucleus.distant_nucleus
-- 'BeckeDistantNucleus.distant_nucleus' depends on axioms: [propext, Classical.choice, Quot.sound]
#print axioms BeckeDistantNucleus.distant_weight_zero_iff
-- 'BeckeDistantNucleus.distant_weight_zero_iff' depends on axioms: [propext, Classical.choice, Quot.sound]
#print axioms BeckeDistantNucleus.becke_distant_nucleus
-- 'BeckeDistantNucleus.becke_distant_nucleus' depends on axioms: [propext, Classical.choice, Quot.sound]
```
